# The Hooke atom at trap frequency 1/2: an explicit solution with energy 2 away from coalescence

## Positions, distance and Laplacian

Two electrons have positions $x, y \in \mathbb{R}^d$. We work in atomic units and write $|x|^2 = \sum_i x_i^2$ and $r = |x-y|$. In the Lean file a position is a function `Fin d → ℝ`, $|x|^2$ is `sqNorm x`, and $r$ is `sep x y`. The Euclidean length is written out because Mathlib's built-in norm on `Fin d → ℝ` is the largest absolute coordinate.

The Laplacian of a function $f$ is Cartesian, $\Delta f(x) = \sum_i \partial_i^2 f(x)$. In `laplacian`, the expression `Function.update x i t` replaces the $i$-th coordinate of $x$ by $t$, and the result is differentiated twice in $t$ at $t = x_i$.

## Two electrons in a harmonic trap

For a trap of frequency $\omega$ the Hamiltonian is

$$H = -\tfrac12(\Delta_x + \Delta_y) + \tfrac{\omega^2}{2}\left(|x|^2+|y|^2\right) + \frac1r .$$

This is `hamiltonian ω`. The trial state, `trial a ω`, multiplies two Gaussian orbitals by a factor linear in the distance:

$$\varphi = (1 + a r)\,G, \qquad G = e^{-\omega(|x|^2+|y|^2)/2},$$

where $a$ is a real parameter and $G$ is `gauss ω x y`. The state is symmetric under exchange, so for electrons it belongs with a singlet spin function.

For two electrons in a harmonic trap at one special frequency, this gives a correlated wavefunction and an energy in closed form, against which an approximate electronic-structure method can be compared.

## Which parameters solve the equation

The theorem `hooke_schrodinger` says that in three dimensions, for $x \ne y$, the function

$$\psi = \left(1+\tfrac r2\right)e^{-(|x|^2+|y|^2)/4}$$

satisfies

$$-\tfrac12(\Delta_x+\Delta_y)\psi + \tfrac18\left(|x|^2+|y|^2\right)\psi + \frac{\psi}{r} = 2\psi .$$

It follows from `trial_eigen_iff`: for $d \ge 1$, the equation $H\varphi = E\varphi$ holds at all pairs $x \neq y$ if and only if

$$(d-1)a = 1, \qquad \omega = a, \qquad E = (d+1)a .$$

In one dimension the first condition reads $0 = 1$, so no state of this form works. In two dimensions it gives $a = \omega = 1$ and $E = 3$.

Both theorems are pointwise statements about a differential equation. They do not treat normalisation, the domain of a self-adjoint operator, or the position of this energy in the spectrum. Solutions of other forms, at other frequencies, are not considered either.

## From one coordinate to the energy

Let $x \neq y$. Then $\partial_i r = (x_i-y_i)/r$ and $\partial_i G = -\omega x_i G$, with derivatives taken in $x_i$. Hence

$$\partial_i\varphi = \left[\frac{a(x_i-y_i)}{r} - \omega x_i(1+ar)\right]G .$$

Differentiating again gives

$$\partial_i^2\varphi = \left[\frac ar - \frac{a(x_i-y_i)^2}{r^3} - \omega(1+ar) - \frac{2a\omega}{r}x_i(x_i-y_i) + \omega^2(1+ar)x_i^2\right]G .$$

Sum over $i$, using $\sum_i (x_i-y_i)^2 = r^2$:

$$\Delta_x\varphi = \left[\frac{a(d-1)}{r} - \frac{2a\omega}{r}\,x\cdot(x-y) + (1+ar)\left(\omega^2|x|^2 - d\omega\right)\right]G .$$

Exchanging $x$ and $y$ gives $\Delta_y\varphi$. Since $x\cdot(x-y) + y\cdot(y-x) = r^2$, the kinetic term is

$$-\tfrac12(\Delta_x+\Delta_y)\varphi = \left[-\frac{(d-1)a}{r} + a\omega r + (1+ar)\left(d\omega - \tfrac{\omega^2}{2}(|x|^2+|y|^2)\right)\right]G .$$

The trap potential cancels the quadratic term, and the repulsion adds $(1+ar)/r = 1/r + a$. What remains depends on the positions only through $r$ and $G$:

$$H\varphi = \left[\frac{1-(d-1)a}{r} + a + a\omega r + d\omega(1+ar)\right]G .$$

Set this equal to $E(1+ar)G$, divide by $G > 0$ and multiply by $r$:

$$\left[1-(d-1)a\right] + (a+d\omega-E)\,r + a\left[(d+1)\omega-E\right]r^2 = 0 .$$

For $d \ge 1$ every $r > 0$ occurs, so all three coefficients vanish. The first gives $(d-1)a = 1$, hence $a \neq 0$. The third then gives $E = (d+1)\omega$, and comparison with $E = a + d\omega$ gives $\omega = a$ and $E = (d+1)a$. Conversely, under these conditions the bracket in $H\varphi$ is $a(1+ar) + da(1+ar) = E(1+ar)$.

For $d = 3$ we get $a = \omega = 1/2$, $\omega^2/2 = 1/8$ and $E = 2$.

The condition $(d-1)a = 1$ removes the $1/r$ singularity: the kinetic energy of the kink at $r = 0$ balances the repulsion. For $d = 3$ it gives $a = 1/2$, the slope that Kato's cusp condition prescribes for a singlet, obtained here for this one family of states and not for general eigenfunctions.

## The Lean file

```lean
import Mathlib

open Finset

namespace HookeAtom

noncomputable section

variable {d : ℕ}

/-- The squared Euclidean length of a position vector. -/
def sqNorm (x : Fin d → ℝ) : ℝ := ∑ i, x i ^ 2

/-- The Euclidean distance between two electrons. -/
def sep (x y : Fin d → ℝ) : ℝ := √(sqNorm (x - y))

/-- The Cartesian Laplacian: the sum of the second derivatives along the coordinate lines. -/
def laplacian (f : (Fin d → ℝ) → ℝ) (x : Fin d → ℝ) : ℝ :=
  ∑ i, deriv (deriv (fun t => f (Function.update x i t))) (x i)

/-- Two electrons in a harmonic trap of frequency `ω` with repulsion `1 / r₁₂`, in atomic units,
for positions `x ≠ y`. -/
def hamiltonian (ω : ℝ) (ψ : (Fin d → ℝ) → (Fin d → ℝ) → ℝ) (x y : Fin d → ℝ) : ℝ :=
  -(laplacian (fun x' => ψ x' y) x + laplacian (fun y' => ψ x y') y) / 2
    + ω ^ 2 / 2 * (sqNorm x + sqNorm y) * ψ x y + ψ x y / sep x y

/-- The product of the two Gaussian orbitals of a trap of frequency `ω`. -/
def gauss (ω : ℝ) (x y : Fin d → ℝ) : ℝ := Real.exp (-(ω / 2) * (sqNorm x + sqNorm y))

/-- The Gaussian product times a correlation factor linear in the electron distance. -/
def trial (a ω : ℝ) (x y : Fin d → ℝ) : ℝ := (1 + a * sep x y) * gauss ω x y

/-- The Hooke-atom wavefunction `(1 + r₁₂/2) exp(-(r₁² + r₂²)/4)` in three dimensions. -/
def hookeState (x y : Fin 3 → ℝ) : ℝ :=
  (1 + sep x y / 2) * Real.exp (-(sqNorm x + sqNorm y) / 4)

/-- Electrons at different positions have a positive distance. -/
theorem sep_pos {x y : Fin d → ℝ} (h : x ≠ y) : 0 < sep x y := by
  obtain ⟨i, hi⟩ := Function.ne_iff.1 h
  refine Real.sqrt_pos.2 (Finset.sum_pos' (fun j _ => sq_nonneg _) ⟨i, mem_univ i, ?_⟩)
  exact (sq_nonneg _).lt_of_ne' (pow_ne_zero 2 (sub_ne_zero.2 hi))

/-- The squared distance to `y` when the `i`-th coordinate of `x` is moved to `t`. -/
theorem sqNorm_update (x y : Fin d → ℝ) (i : Fin d) (t : ℝ) :
    sqNorm (Function.update x i t - y)
      = (t - y i) ^ 2 + (sqNorm (x - y) - (x i - y i) ^ 2) := by
  have h : ∑ j, ((Function.update x i t j - y j) ^ 2 - (x j - y j) ^ 2)
      = (t - y i) ^ 2 - (x i - y i) ^ 2 := by
    rw [Finset.sum_eq_single i]
    · rw [Function.update_self]
    · intro j _ hj
      rw [Function.update_of_ne hj, sub_self]
    · intro hi
      exact absurd (mem_univ i) hi
  rw [Finset.sum_sub_distrib] at h
  simp only [sqNorm, Pi.sub_apply]
  linarith

/-- The trial state is twice continuously differentiable in both positions jointly wherever the
electrons do not coincide. -/
theorem trial_contDiffAt (a ω : ℝ) {x y : Fin d → ℝ} (h : x ≠ y) :
    ContDiffAt ℝ 2 (fun p : (Fin d → ℝ) × (Fin d → ℝ) => trial a ω p.1 p.2) (x, y) := by
  have h1 : ContDiff ℝ 2 (fun p : (Fin d → ℝ) × (Fin d → ℝ) => sqNorm (p.1 - p.2)) := by
    simp only [sqNorm, Pi.sub_apply]
    fun_prop
  have h2 : ContDiff ℝ 2
      (fun p : (Fin d → ℝ) × (Fin d → ℝ) => sqNorm p.1 + sqNorm p.2) := by
    simp only [sqNorm]
    fun_prop
  have hne : sqNorm (x - y) ≠ 0 := (Real.sqrt_pos.1 (sep_pos h)).ne'
  unfold trial sep gauss
  exact (contDiffAt_const.add (contDiffAt_const.mul (h1.contDiffAt.sqrt hne))).mul
    (contDiffAt_const.mul h2.contDiffAt).exp

/-- The second derivative of the trial state along a coordinate line, away from coalescence. -/
theorem second_deriv_line (a ω p c b b' t : ℝ) (h : 0 < (t - p) ^ 2 + c) :
    deriv (deriv (fun t => (1 + a * √((t - p) ^ 2 + c))
      * Real.exp (-(ω / 2) * (t ^ 2 + b + b')))) t
    = (a / √((t - p) ^ 2 + c) - ω * (1 + a * √((t - p) ^ 2 + c))
        - a / √((t - p) ^ 2 + c) ^ 3 * (t - p) ^ 2
        - 2 * a * ω / √((t - p) ^ 2 + c) * (t * (t - p))
        + ω ^ 2 * (1 + a * √((t - p) ^ 2 + c)) * t ^ 2)
      * Real.exp (-(ω / 2) * (t ^ 2 + b + b')) := by
  -- derivatives of the distance and of the Gaussian
  have hs : ∀ τ : ℝ, 0 < (τ - p) ^ 2 + c → HasDerivAt (fun t => √((t - p) ^ 2 + c))
      ((τ - p) / √((τ - p) ^ 2 + c)) τ := by
    intro τ hτ
    have hq : HasDerivAt (fun t : ℝ => (t - p) ^ 2 + c) (2 * (τ - p)) τ :=
      ((((hasDerivAt_id' τ).sub_const p).fun_pow 2).add_const c).congr_deriv (by norm_num)
    exact (hq.sqrt hτ.ne').congr_deriv (mul_div_mul_left _ _ two_ne_zero)
  have he : ∀ τ : ℝ, HasDerivAt (fun t => Real.exp (-(ω / 2) * (t ^ 2 + b + b')))
      (-(ω * τ) * Real.exp (-(ω / 2) * (τ ^ 2 + b + b'))) τ := by
    intro τ
    have hq : HasDerivAt (fun t : ℝ => t ^ 2 + b + b') (2 * τ) τ :=
      ((((hasDerivAt_id' τ).fun_pow 2).add_const b).add_const b').congr_deriv (by norm_num)
    exact (hq.const_mul (-(ω / 2))).exp.congr_deriv (by ring)
  -- the first derivative holds in a neighbourhood of `t`
  have hopen : {τ : ℝ | 0 < (τ - p) ^ 2 + c} ∈ nhds t :=
    (isOpen_lt continuous_const (by fun_prop)).mem_nhds h
  have h1 : deriv (fun t => (1 + a * √((t - p) ^ 2 + c))
      * Real.exp (-(ω / 2) * (t ^ 2 + b + b'))) =ᶠ[nhds t]
      fun τ => (a * ((τ - p) / √((τ - p) ^ 2 + c)) - ω * τ * (1 + a * √((τ - p) ^ 2 + c)))
        * Real.exp (-(ω / 2) * (τ ^ 2 + b + b')) := by
    filter_upwards [hopen] with τ hτ
    exact (((((hs τ hτ).const_mul a).const_add 1).fun_mul (he τ)).congr_deriv (by ring)).deriv
  rw [h1.deriv_eq]
  have hs0 : √((t - p) ^ 2 + c) ≠ 0 := (Real.sqrt_pos.2 h).ne'
  refine HasDerivAt.deriv (HasDerivAt.congr_deriv
    ((((((hasDerivAt_id' t).sub_const p).fun_div (hs t h) hs0).const_mul a).fun_sub
      (((hasDerivAt_id' t).const_mul ω).fun_mul
        (((hs t h).const_mul a).const_add 1))).fun_mul (he t)) ?_)
  generalize √((t - p) ^ 2 + c) = s at hs0 ⊢
  generalize Real.exp (-(ω / 2) * (t ^ 2 + b + b')) = e
  field_simp
  ring

/-- The Laplacian of the trial state in the position of one electron, away from coalescence. -/
theorem laplacian_trial (a ω : ℝ) {x y : Fin d → ℝ} (h : x ≠ y) :
    laplacian (fun x' => trial a ω x' y) x
      = (a * (d - 1) / sep x y - 2 * a * ω / sep x y * ∑ i, x i * (x i - y i)
        + (1 + a * sep x y) * (ω ^ 2 * sqNorm x - d * ω)) * gauss ω x y := by
  have hr := sep_pos h
  have hS : ∑ i, (x i - y i) ^ 2 = sep x y ^ 2 :=
    (Real.sq_sqrt (Real.sqrt_pos.1 hr).le).symm
  have hterm : ∀ i, deriv (deriv (fun t => trial a ω (Function.update x i t) y)) (x i)
      = (a / sep x y - ω * (1 + a * sep x y) - a / sep x y ^ 3 * (x i - y i) ^ 2
        - 2 * a * ω / sep x y * (x i * (x i - y i))
        + ω ^ 2 * (1 + a * sep x y) * x i ^ 2) * gauss ω x y := by
    intro i
    have h0 : ∀ t, sqNorm (Function.update x i t) = t ^ 2 + (sqNorm x - x i ^ 2) := by
      intro t
      have := sqNorm_update x 0 i t
      simpa only [sub_zero, Pi.zero_apply] using this
    have hpos : 0 < (x i - y i) ^ 2 + (sqNorm (x - y) - (x i - y i) ^ 2) := by
      rw [add_sub_cancel]
      exact Real.sqrt_pos.1 hr
    simp only [trial, sep, gauss, sqNorm_update, h0]
    rw [second_deriv_line _ _ _ _ _ _ _ hpos]
    simp only [add_sub_cancel]
  simp only [laplacian, hterm]
  -- sum over the Cartesian directions
  rw [← Finset.sum_mul, Finset.sum_add_distrib, Finset.sum_sub_distrib,
    Finset.sum_sub_distrib, ← Finset.mul_sum, ← Finset.mul_sum, ← Finset.mul_sum, hS,
    Finset.sum_const, Finset.card_univ, Fintype.card_fin, nsmul_eq_mul]
  change _ = (_ + (1 + a * sep x y) * (ω ^ 2 * (∑ i, x i ^ 2) - d * ω)) * _
  have hr0 := hr.ne'
  field_simp
  ring

/-- Away from coalescence, the Hamiltonian acting on the trial state gives a function of the
electron distance times the Gaussian product. -/
theorem hamiltonian_trial (a ω : ℝ) {x y : Fin d → ℝ} (h : x ≠ y) :
    hamiltonian ω (trial a ω) x y
      = ((1 - (d - 1) * a) / sep x y + a + a * ω * sep x y
        + d * ω * (1 + a * sep x y)) * gauss ω x y := by
  have hr := sep_pos h
  have hsym : ∀ u v : Fin d → ℝ, sep u v = sep v u := by
    intro u v
    unfold sep sqNorm
    congr 1
    refine Finset.sum_congr rfl fun i _ => ?_
    simp only [Pi.sub_apply]
    ring
  have hg : ∀ u v : Fin d → ℝ, gauss ω u v = gauss ω v u := by
    intro u v
    unfold gauss
    rw [add_comm (sqNorm u)]
  -- exchange symmetry reduces the second Laplacian to the first
  have hl : (fun y' => trial a ω x y') = fun y' => trial a ω y' x := by
    funext v
    unfold trial
    rw [hsym x v, hg x v]
  have hdot : ∑ i, x i * (x i - y i) = sep x y ^ 2 - ∑ i, y i * (y i - x i) := by
    rw [eq_sub_iff_add_eq, ← Finset.sum_add_distrib, sep,
      Real.sq_sqrt (Real.sqrt_pos.1 hr).le, sqNorm]
    refine Finset.sum_congr rfl fun i _ => ?_
    simp only [Pi.sub_apply]
    ring
  rw [hamiltonian, hl, laplacian_trial a ω h, laplacian_trial a ω h.symm, hsym y x, hg y x,
    hdot, trial]
  have hr0 := hr.ne'
  field_simp
  ring

/-- In dimension `d ≥ 1` the trial state solves the Schrödinger equation with energy `E` at all
non-coincident positions exactly when `(d - 1) a = 1`, `ω = a` and `E = (d + 1) a`. -/
theorem trial_eigen_iff (hd : 0 < d) (a ω E : ℝ) :
    (∀ x y : Fin d → ℝ, x ≠ y → hamiltonian ω (trial a ω) x y = E * trial a ω x y)
      ↔ ((d : ℝ) - 1) * a = 1 ∧ ω = a ∧ E = (d + 1) * a := by
  constructor
  · intro H
    -- place the electrons at distance `u` on the first axis
    have key : ∀ u : ℝ, 0 < u → (1 - ((d : ℝ) - 1) * a) + (a + d * ω - E) * u
        + a * ((d + 1) * ω - E) * u ^ 2 = 0 := by
      intro u hu
      have hsep : sep (Pi.single (⟨0, hd⟩ : Fin d) u) 0 = u := by
        simp [sep, sqNorm, Pi.single_apply, ite_pow, Real.sqrt_sq hu.le]
      have hne : (Pi.single (⟨0, hd⟩ : Fin d) u : Fin d → ℝ) ≠ 0 := by
        intro h0
        have h1 := congrFun h0 ⟨0, hd⟩
        rw [Pi.single_eq_same] at h1
        exact hu.ne' h1
      have h1 := H _ _ hne
      rw [hamiltonian_trial a ω hne, trial, hsep] at h1
      have h2 := mul_right_cancel₀ (Real.exp_pos _).ne' (h1.trans (mul_assoc _ _ _).symm)
      have hK := div_mul_cancel₀ (1 - ((d : ℝ) - 1) * a) hu.ne'
      linear_combination u * h2 - hK
    have k1 := key 1 (by norm_num)
    have k2 := key 2 (by norm_num)
    have k3 := key 3 (by norm_num)
    -- the three coefficients vanish separately
    have hK : ((d : ℝ) - 1) * a = 1 := by linear_combination -3 * k1 + 3 * k2 - k3
    have hP : a + d * ω - E = 0 := by linear_combination (-5 * k1 + 8 * k2 - 3 * k3) / 2
    have hQ : a * ((d + 1) * ω - E) = 0 := by linear_combination (k1 - 2 * k2 + k3) / 2
    have ha : a ≠ 0 := by
      intro h0
      rw [h0, mul_zero] at hK
      exact zero_ne_one hK
    have hE := (mul_eq_zero.1 hQ).resolve_left ha
    have hω : ω = a := by linear_combination hE - hP
    exact ⟨hK, hω, by linear_combination ((d : ℝ) + 1) * hω - hE⟩
  · rintro ⟨ha, hω, hE⟩ x y hxy
    rw [hamiltonian_trial a ω hxy, trial, hω, hE, ha, sub_self, zero_div]
    ring

/-- The Hooke-atom wavefunction satisfies the two-electron Schrödinger equation with trap
potential `(r₁² + r₂²)/8` and energy `2` wherever the electrons do not coincide. -/
theorem hooke_schrodinger {x y : Fin 3 → ℝ} (hxy : x ≠ y) :
    -(laplacian (fun x' => hookeState x' y) x + laplacian (fun y' => hookeState x y') y) / 2
      + (sqNorm x + sqNorm y) / 8 * hookeState x y + hookeState x y / sep x y
      = 2 * hookeState x y := by
  have he : hookeState = trial (d := 3) (1 / 2) (1 / 2) := by
    funext u v
    simp only [hookeState, trial, gauss]
    congr 2 <;> ring
  have h := (trial_eigen_iff (d := 3) (by norm_num) (1 / 2) (1 / 2) 2).2
    ⟨by norm_num, rfl, by norm_num⟩ x y hxy
  rw [he]
  simp only [hamiltonian] at h
  linear_combination h

end

end HookeAtom
```

```lean
#print axioms HookeAtom.trial_contDiffAt
#print axioms HookeAtom.hooke_schrodinger
```

```
'HookeAtom.trial_contDiffAt' depends on axioms: [propext, Classical.choice, Quot.sound]
'HookeAtom.hooke_schrodinger' depends on axioms: [propext, Classical.choice, Quot.sound]
```

## How the proof follows the calculation

`sep_pos` supplies $r > 0$ for $x \neq y$, which `laplacian_trial` and `hamiltonian_trial` use when they divide by $r$. `trial_contDiffAt` shows that the trial state is twice continuously differentiable away from coalescence, so the derivatives in `laplacian` are genuine there.

`sqNorm_update` writes the squared distance, with one coordinate moved to $t$, as $(t-p)^2 + c$, where $p = y_i$ and $c$ collects the other coordinates. `second_deriv_line` differentiates the resulting one-variable function twice. Its facts `hs` and `he` are the derivatives of $r$ and $G$ above, and `field_simp` and `ring` collect the terms.

`laplacian_trial` sums over the coordinates. `hamiltonian_trial` obtains the second Laplacian by exchange symmetry (`hl`), uses the identity for the two scalar products (`hdot`), and adds the potentials.

In `trial_eigen_iff`, the forward direction puts one electron at the origin and the other at distance $u$ on the first axis. The fact `key` is the quadratic above with $r = u$. Its values at $u = 1, 2, 3$ determine the three coefficients, which `linear_combination` extracts. The reverse direction is substitution. Finally, `hooke_schrodinger` identifies `hookeState` with `trial (1 / 2) (1 / 2)` and applies that reverse direction.

## Differentiating a formula that holds only nearby

The second derivative turns on `Filter.EventuallyEq.deriv_eq`, used as `h1.deriv_eq`. The formula for the first derivative contains $1/r$ and is justified only where $(\tau-p)^2 + c > 0$. If the electrons differ in a single coordinate, then $c = 0$ along that line and the point $\tau = p$ is excluded, so the two functions cannot simply be declared equal everywhere.

A derivative at $t$ depends only on values near $t$, however. The set where the inequality holds is open and contains $t$; this is `hopen`. The statement `h1`, written with `=ᶠ[nhds t]`, says that the first derivative and its formula agree throughout some neighbourhood of $t$. That is enough to replace one by the other before differentiating again.

## What happens at coalescence

Without the hypothesis $x \ne y$, `hooke_schrodinger` would be false. Take $x = y = 0$. Along any coordinate line through the origin, with the other electron fixed there, the wavefunction is $(1+|t|/2)e^{-t^2/4}$. Its slope jumps from $-1/2$ to $1/2$ at $t = 0$, so the Laplacian does not exist, and neither does $1/r$. Lean assigns the value $0$ to such derivatives and to division by zero, so the left side would be $0$, while the right side is $2\psi(0,0) = 2$.
